# For a magnetization at twice the polar angle, the averaged squared projection depends on the axis

In a heavy-element system, spin-orbit coupling can make the magnetization direction vary from point to point. A collinear functional accepts only one signed spin density, and one way to supply it is to project the magnetization on a chosen axis. Does the energy then depend on that choice? For one prescribed field on a sphere and an energy quadratic in the projection, the answer can be computed in closed form.

```lean
import Mathlib

open Real Matrix

namespace NoncollinearSpinAverage

noncomputable section
```

## The field, the average and the energy

Let $t$ be the polar angle and $p$ the azimuth of a point on the unit sphere. The magnetization there is

$$m(t,p)=(\sin 2t\cos p,\ \sin 2t\sin p,\ \cos 2t).$$

It points along $+z$ at both poles and along $-z$ on the equator. In Lean a vector is a function `Fin 3 → ℝ`, so components are numbered 0, 1, 2 for $x,y,z$; the same numbering is used below.

```lean
/-- The magnetization direction at polar angle `t` and azimuth `p`: the spherical-coordinate formula
for a unit vector, with `2t` in place of the polar angle `t`. -/
def spinField (t p : ℝ) : Fin 3 → ℝ :=
  ![sin (2 * t) * cos p, sin (2 * t) * sin p, cos (2 * t)]
```

The sphere average of a function $f$ is

$$\langle f\rangle=\frac1{4\pi}\int_0^{\pi}\Big(\int_0^{2\pi}f(t,p)\,dp\Big)\sin t\,dt .$$

```lean
/-- The average over the unit sphere of a function of the polar angle `t` and azimuth `p`,
with weight `sin t / (4π)`. -/
def sphereAvg (f : ℝ → ℝ → ℝ) : ℝ :=
  1 / (4 * π) * ∫ t in (0 : ℝ)..π, (∫ p in (0 : ℝ)..(2 * π), f t p) * sin t
```

For an axis $a=(a_0,a_1,a_2)$, the collinear energy is $K\langle(m\cdot a)^2\rangle$. The constant $K$ stands for the strength of a spin-dependent energy kept to second order in the magnetization, as in a Stoner-type exchange term. It is a free parameter here, not derived from a functional. The dot product is written `⬝ᵥ`.

```lean
/-- A collinear energy quadratic in the magnetization: the strength `K` times the sphere
average of the squared projection of the field on the axis `a`. -/
def collinearEnergy (K : ℝ) (a : Fin 3 → ℝ) : ℝ :=
  K * sphereAvg (fun t p => (spinField t p ⬝ᵥ a) ^ 2)
```

## Integrating over the azimuth

For constants $A,B,C$, the square $(A\cos p+B\sin p+C)^2$ has the antiderivative

$$\tfrac{A^2-B^2}{2}\sin p\cos p+\Big(\tfrac{A^2+B^2}{2}+C^2\Big)p+AB\sin^2p+2AC\sin p-2BC\cos p .$$

Over a full period only the term linear in $p$ contributes, which gives $\pi(A^2+B^2)+2\pi C^2$. The proof differentiates this expression, using $\sin^2p+\cos^2p=1$ to match the integrand, and then applies the fundamental theorem of calculus.

```lean
/-- The integral over the azimuth of the square of a first harmonic plus a constant. -/
theorem azimuthal_integral (A B C : ℝ) :
    ∫ p in (0 : ℝ)..(2 * π), (A * cos p + B * sin p + C) ^ 2
      = π * (A ^ 2 + B ^ 2) + 2 * π * C ^ 2 := by
  -- an explicit antiderivative
  have hd : ∀ p : ℝ, HasDerivAt
      (fun p : ℝ => (A ^ 2 - B ^ 2) / 2 * (sin p * cos p)
        + ((A ^ 2 + B ^ 2) / 2 + C ^ 2) * p + A * B * (sin p * sin p)
        + 2 * A * C * sin p + (-2 * B * C) * cos p)
      ((A * cos p + B * sin p + C) ^ 2) p := by
    intro p
    have hs := Real.hasDerivAt_sin p
    have hc := Real.hasDerivAt_cos p
    refine ((((((hs.fun_mul hc).const_mul ((A ^ 2 - B ^ 2) / 2)).fun_add
      ((hasDerivAt_id' p).const_mul ((A ^ 2 + B ^ 2) / 2 + C ^ 2))).fun_add
      ((hs.fun_mul hs).const_mul (A * B))).fun_add
      (hs.const_mul (2 * A * C))).fun_add
      (hc.const_mul (-2 * B * C))).congr_deriv ?_
    linear_combination (-(A ^ 2 + B ^ 2) / 2) * Real.sin_sq_add_cos_sq p
  rw [intervalIntegral.integral_eq_sub_of_hasDerivAt (fun p _ => hd p)
    (Continuous.intervalIntegrable (by fun_prop) _ _)]
  simp only [Real.sin_two_pi, Real.cos_two_pi, Real.sin_zero, Real.cos_zero]
  ring
```

## Integrating over the polar angle

With $u=\cos t$, we have $\sin^2 2t=4u^2(1-u^2)$, so

$$\int_0^\pi\sin^2 2t\,\sin t\,dt=\int_{-1}^{1}(4u^2-4u^4)\,du=\frac83-\frac85=\frac{16}{15}.$$

Since $\int_0^\pi\sin t\,dt=2$, the integral with $\cos^2 2t$ is $2-\tfrac{16}{15}=\tfrac{14}{15}$. The lemma treats $\alpha\sin^2 2t+\beta\cos^2 2t$ in one go, for any real $\alpha,\beta$, with an antiderivative that is a polynomial in $\cos t$.

```lean
/-- The polar integrals of `sin² 2t` and `cos² 2t` with weight `sin t` are `16/15` and
`14/15`, stated for an arbitrary linear combination. -/
theorem polar_integral (α β : ℝ) :
    ∫ t in (0 : ℝ)..π, (α * sin (2 * t) ^ 2 + β * cos (2 * t) ^ 2) * sin t
      = 16 / 15 * α + 14 / 15 * β := by
  -- the antiderivative is a polynomial in cos t
  have hd : ∀ t : ℝ, HasDerivAt
      (fun t : ℝ => (-(4 / 3) * (α - β)) * cos t ^ 3
        + (4 / 5 * (α - β)) * cos t ^ 5 + (-β) * cos t)
      ((α * sin (2 * t) ^ 2 + β * cos (2 * t) ^ 2) * sin t) t := by
    intro t
    have hc := Real.hasDerivAt_cos t
    refine ((((hc.fun_pow 3).const_mul (-(4 / 3) * (α - β))).fun_add
      ((hc.fun_pow 5).const_mul (4 / 5 * (α - β)))).fun_add
      (hc.const_mul (-β))).congr_deriv ?_
    rw [Real.sin_two_mul, Real.cos_two_mul]
    simp only [Nat.cast_ofNat, Nat.reduceSub]
    linear_combination (-4 * α * sin t * cos t ^ 2) * Real.sin_sq_add_cos_sq t
  rw [intervalIntegral.integral_eq_sub_of_hasDerivAt (fun t _ => hd t)
    (Continuous.intervalIntegrable (by fun_prop) _ _)]
  simp only [Real.cos_pi, Real.cos_zero]
  ring
```

## The average for an arbitrary axis

The projection is a first harmonic in the azimuth plus a constant:

$$m\cdot a=(\sin 2t\,a_0)\cos p+(\sin 2t\,a_1)\sin p+\cos 2t\,a_2 .$$

```lean
/-- The projection of the field on an axis, written as a first harmonic in the azimuth. -/
theorem spinField_dot (t p : ℝ) (a : Fin 3 → ℝ) :
    spinField t p ⬝ᵥ a
      = sin (2 * t) * a 0 * cos p + sin (2 * t) * a 1 * sin p + cos (2 * t) * a 2 := by
  simp only [dotProduct, Fin.sum_univ_three]
  change sin (2 * t) * cos p * a 0 + sin (2 * t) * sin p * a 1 + cos (2 * t) * a 2 = _
  ring
```

The azimuthal integral of its square is therefore $\pi(a_0^2+a_1^2)\sin^2 2t+2\pi a_2^2\cos^2 2t$. Inserting the polar integrals gives

$$\langle(m\cdot a)^2\rangle=\frac1{4\pi}\Big[\frac{16\pi}{15}(a_0^2+a_1^2)+\frac{28\pi}{15}a_2^2\Big]
=\frac4{15}\,a\cdot a+\frac{a_2^2}{5}.$$

The theorem holds for every real vector $a$, normalised or not. In its proof, `h` is the azimuthal step and `hpi` cancels $\pi$ against the prefactor.

```lean
/-- For any axis vector `a`, the sphere average of the squared projection `(m·a)²` is
`(4/15) a·a + a_z²/5`. -/
theorem sphereAvg_projection_sq (a : Fin 3 → ℝ) :
    sphereAvg (fun t p => (spinField t p ⬝ᵥ a) ^ 2)
      = 4 / 15 * (a ⬝ᵥ a) + a 2 ^ 2 / 5 := by
  -- first the azimuth, then the polar angle
  have h : ∀ t : ℝ, ∫ p in (0 : ℝ)..(2 * π), (spinField t p ⬝ᵥ a) ^ 2
      = (π * (a 0 ^ 2 + a 1 ^ 2)) * sin (2 * t) ^ 2
        + (2 * π * a 2 ^ 2) * cos (2 * t) ^ 2 := by
    intro t
    simp only [spinField_dot]
    rw [azimuthal_integral]
    ring
  have hpi : 1 / (4 * π) * π = 1 / 4 := by
    have := Real.pi_ne_zero
    field_simp
  simp only [sphereAvg, h]
  rw [polar_integral]
  simp only [dotProduct, Fin.sum_univ_three]
  linear_combination (16 / 15 * (a 0 ^ 2 + a 1 ^ 2) + 28 / 15 * a 2 ^ 2) * hpi
```

An axis tilted by $b$ from $z$ in the $xz$ plane is $a=(\sin b,0,\cos b)$. It has unit length and $a_2=\cos b$, so the average is $\tfrac4{15}+\tfrac15\cos^2 b$.

```lean
/-- For an axis tilted by the angle `b` from `z` in the `xz` plane, the average of `(m·a)²`
is `4/15 + cos² b / 5`. -/
theorem sphereAvg_tilted_axis (b : ℝ) :
    sphereAvg (fun t p => (spinField t p ⬝ᵥ ![sin b, 0, cos b]) ^ 2)
      = 4 / 15 + cos b ^ 2 / 5 := by
  have h : (![sin b, 0, cos b] : Fin 3 → ℝ) ⬝ᵥ ![sin b, 0, cos b] = 1 := by
    simp only [dotProduct, Fin.sum_univ_three]
    change sin b * sin b + 0 * 0 + cos b * cos b = 1
    linear_combination Real.sin_sq_add_cos_sq b
  rw [sphereAvg_projection_sq, h]
  change (4 / 15 : ℝ) * 1 + cos b ^ 2 / 5 = _
  ring
```

On a numerical grid, the projection scheme evaluates the collinear functional with $m\cdot a$ at each point; the locally collinear scheme uses $|m|$ instead and needs no chosen axis. For this field, with $n$ the unit position vector, $m=2n_2\,n-(0,0,1)$. Thus $(m\cdot a)^2$ is a polynomial of degree at most four in $n$, and an angular quadrature exact to that degree gives the average without discretisation error.

## How far the energy can move

For a unit axis, $0\le a_2^2\le1$, so the average lies between $\tfrac4{15}$, its value for an axis in the $xy$ plane, and $\tfrac7{15}$, its value along $z$.

```lean
/-- For every unit axis the average of `(m·a)²` lies between `4/15` and `7/15`. -/
theorem sphereAvg_projection_bounds (a : Fin 3 → ℝ) (ha : a ⬝ᵥ a = 1) :
    4 / 15 ≤ sphereAvg (fun t p => (spinField t p ⬝ᵥ a) ^ 2) ∧
      sphereAvg (fun t p => (spinField t p ⬝ᵥ a) ^ 2) ≤ 7 / 15 := by
  rw [sphereAvg_projection_sq, ha]
  simp only [dotProduct, Fin.sum_univ_three] at ha
  constructor
  · nlinarith [sq_nonneg (a 2)]
  · nlinarith [sq_nonneg (a 0), sq_nonneg (a 1)]
```

For two unit axes $a$ and $a'$, equal energies mean

$$K\Big(\frac4{15}+\frac{a_2^2}5\Big)=K\Big(\frac4{15}+\frac{a_2'^2}5\Big).$$

When $K\neq0$ it cancels, leaving $a_2^2=a_2'^2$; the converse is immediate.

```lean
/-- At nonzero strength `K`, two unit axes give the same quadratic collinear energy exactly
when their squared `z` components agree. -/
theorem collinearEnergy_eq_iff (K : ℝ) (hK : K ≠ 0) (a a' : Fin 3 → ℝ)
    (ha : a ⬝ᵥ a = 1) (ha' : a' ⬝ᵥ a' = 1) :
    collinearEnergy K a = collinearEnergy K a' ↔ a 2 ^ 2 = a' 2 ^ 2 := by
  unfold collinearEnergy
  rw [sphereAvg_projection_sq, sphereAvg_projection_sq, ha, ha']
  constructor
  · intro h
    have h' := mul_left_cancel₀ hK h
    linarith
  · intro h
    rw [h]
```

At $K=0$ every axis gives zero energy, so the equivalence fails. It can also fail when the two axes differ in length: $a=(0,0,1)$ and $a'=(\sqrt7/2,0,0)$ both give the average $\tfrac7{15}$, although $a_2^2=1$ and $a_2'^2=0$.

## Turning the magnetization instead of the axis

Now keep the positions fixed and apply one real matrix $R$ to the magnetization everywhere. The hypothesis `Rᵀ * R = 1` says that $R$ is orthogonal, which admits improper rotations as well as proper ones. Then

$$(Rm)\cdot(Rm)=m\cdot(R^{T}Rm)=m\cdot m=\sin^2 2t+\cos^2 2t=1,$$

and the average of the constant 1 is $\frac{1}{4\pi}\cdot2\pi\cdot2=1$. Taking $R=1$ gives $\langle m\cdot m\rangle=1$ for the original field.

```lean
/-- If the whole field is turned by an orthogonal matrix `R`, the sphere average of the
squared length of the magnetization is still `1`. -/
theorem noncollinear_rotated (R : Matrix (Fin 3) (Fin 3) ℝ) (hR : Rᵀ * R = 1) :
    sphereAvg (fun t p => (R *ᵥ spinField t p) ⬝ᵥ (R *ᵥ spinField t p)) = 1 := by
  -- the rotated field has unit length at every point
  have h : ∀ t p : ℝ, (R *ᵥ spinField t p) ⬝ᵥ (R *ᵥ spinField t p) = 1 := by
    intro t p
    rw [Matrix.dotProduct_mulVec, ← Matrix.mulVec_transpose, Matrix.mulVec_mulVec, hR,
      Matrix.one_mulVec, spinField_dot]
    change sin (2 * t) * (sin (2 * t) * cos p) * cos p
      + sin (2 * t) * (sin (2 * t) * sin p) * sin p + cos (2 * t) * cos (2 * t) = 1
    linear_combination sin (2 * t) ^ 2 * Real.sin_sq_add_cos_sq p
      + Real.sin_sq_add_cos_sq (2 * t)
  have hpi : 1 / (4 * π) * π = 1 / 4 := by
    have := Real.pi_ne_zero
    field_simp
  simp only [sphereAvg, h, intervalIntegral.integral_const, smul_eq_mul,
    intervalIntegral.integral_const_mul, integral_sin, Real.cos_pi, Real.cos_zero]
  linear_combination 4 * hpi
```

A collinear description along $z$ sees only $(Rm)_2=\sum_j R_{2j}m_j$, which is the dot product of $m$ with the row of $R$ numbered 2. For a square matrix, $R^{T}R=1$ implies $RR^{T}=1$, so this row is a unit vector (`hrow`). It plays the part of the axis in the general formula, and

$$\langle (Rm)_2^2\rangle=\frac4{15}+\frac{R_{22}^2}{5}.$$

```lean
/-- If the whole field is turned by an orthogonal matrix `R`, the sphere average of its
squared `z` component is `4/15 + R_zz²/5`. -/
theorem collinear_rotated (R : Matrix (Fin 3) (Fin 3) ℝ) (hR : Rᵀ * R = 1) :
    sphereAvg (fun t p => ((R *ᵥ spinField t p) 2) ^ 2) = 4 / 15 + R 2 2 ^ 2 / 5 := by
  -- the third row of R is a unit vector and plays the part of the axis
  have hrow : R 2 ⬝ᵥ R 2 = 1 := by
    have hR' : R * Rᵀ = 1 := mul_eq_one_comm.mp hR
    have h : (R * Rᵀ) 2 2 = (1 : Matrix (Fin 3) (Fin 3) ℝ) 2 2 := by rw [hR']
    simpa [Matrix.mul_apply, dotProduct] using h
  have h : ∀ t p : ℝ, (R *ᵥ spinField t p) 2 = spinField t p ⬝ᵥ R 2 :=
    fun t p => dotProduct_comm (R 2) (spinField t p)
  simp only [h]
  rw [sphereAvg_projection_sq, hrow]
  ring

end

end NoncollinearSpinAverage
```

For this fixed, unit-length field and quadratic energy, a global spin rotation can therefore change the collinear result while the averaged squared length stays put. In relativistic density functional calculations, such a dependence on the projection axis is distinct from the physical anisotropy produced by spin-orbit coupling. The model has no self-consistent response of the magnetization and no variation of its magnitude.

```lean
#print axioms NoncollinearSpinAverage.sphereAvg_projection_sq
-- 'NoncollinearSpinAverage.sphereAvg_projection_sq' depends on axioms: [propext, Classical.choice, Quot.sound]
#print axioms NoncollinearSpinAverage.sphereAvg_tilted_axis
-- 'NoncollinearSpinAverage.sphereAvg_tilted_axis' depends on axioms: [propext, Classical.choice, Quot.sound]
#print axioms NoncollinearSpinAverage.noncollinear_rotated
-- 'NoncollinearSpinAverage.noncollinear_rotated' depends on axioms: [propext, Classical.choice, Quot.sound]
#print axioms NoncollinearSpinAverage.collinear_rotated
-- 'NoncollinearSpinAverage.collinear_rotated' depends on axioms: [propext, Classical.choice, Quot.sound]
```
